# The six-point octahedral average of $P_2(\langle n,u\rangle)^2$ ranges over $[0,1/2]$ for unit $u$, while its sphere average is $1/5$

Take three orthonormal vectors $n_0,n_1,n_2$ in space and the six points $\pm n_k$, the corners of an octahedron. Let $u$ be a unit vector and $P_2(t)=(3t^2-1)/2$. If $u=n_0$, the cosines $\langle n_k,u\rangle$ are $1,0,0$, so $P_2$ takes the values $1,-\tfrac12,-\tfrac12$, each at two opposite points. Their mean is $0$, as on the full sphere. The mean of their squares is $(1+\tfrac14+\tfrac14)/3=\tfrac12$, whereas the sphere gives $\tfrac15$.

Now turn $u$ to the direction with all three cosines equal to $1/\sqrt3$. Then $P_2$ vanishes at every point, and so does the mean of the squares. The sum of the squared cosines is fixed by the length of $u$, but the sum of their fourth powers is not, and $P_2^2$ contains fourth powers.

In variational Monte Carlo, a nonlocal effective core potential requires an angular integral that can be estimated by such a rule. The energy formula below shows the resulting error for one fixed orientation of the six points, one electron, one $l=2$ channel and one particular trial function.

## The frame, the rule and the energy

```lean
import Mathlib

open Finset

namespace OctahedralQuadratureDChannel

noncomputable section

local notation "E3" => EuclideanSpace ℝ (Fin 3)
```

`E3` is Euclidean three-space. The three frame vectors are labelled by `Fin 3`, that is, by $0,1,2$.

```lean
/-- The second Legendre polynomial. -/
def P2 (t : ℝ) : ℝ := (3 * t ^ 2 - 1) / 2
```

This is the second Legendre polynomial, as a function of a real number.

```lean
/-- The equal-weight average of `f` over the six points `± n k` of an orthonormal frame. -/
def sixPointAverage (n : OrthonormalBasis (Fin 3) ℝ E3) (f : E3 → ℝ) : ℝ :=
  (∑ k, (f (n k) + f (-n k))) / 6
```

The argument `n` is an orthonormal basis, so orthonormality comes with the object and needs no separate hypothesis. For a function $f$ on space, the definition reads
$$\frac16\sum_k\bigl(f(n_k)+f(-n_k)\bigr).$$

```lean
/-- The average over the unit sphere of a function `g` of the polar cosine,
written as an integral over that cosine. -/
def zonalAverage (g : ℝ → ℝ) : ℝ := (1 / 2) * ∫ t in (-1 : ℝ)..1, g t
```

For a function that depends only on the polar cosine $t$, the area element on the unit sphere is $d\varphi\,dt$ and the total area is $4\pi$. The azimuthal integral gives $2\pi$, which leaves $\frac12\int_{-1}^1 g(t)\,dt$. The file takes this one-dimensional form as its definition of the sphere average; the reduction from the surface integral is the argument just given.

```lean
/-- The six-point local energy of an `l = 2` projector of strength `v`, for a trial function `ψ`
on the sphere and an electron in direction `u`; its domain is `ψ u ≠ 0`. -/
def dChannelEnergy (v : ℝ) (n : OrthonormalBasis (Fin 3) ℝ E3) (ψ : E3 → ℝ) (u : E3) : ℝ :=
  v * (5 * sixPointAverage n (fun m => P2 (inner ℝ m u) * ψ m)) / ψ u
```

The $l=2$ projector acts on a function $\psi$ on the sphere as
$$(\hat P\psi)(u)=\frac{5}{4\pi}\int P_2(\langle m,u\rangle)\,\psi(m)\,dm ,$$
which is $5$ times a sphere average. The definition replaces that average by the six-point one, multiplies by $v$ and divides by $\psi(u)$. The number $v$ stands for the radial strength of the $d$ channel at the electron's distance from the nucleus, which is held fixed. Where $\psi(u)\neq0$, the quotient is the six-point estimate of this channel's contribution to the local energy; the kinetic energy and the other potential terms are left out.

## What the length of $u$ fixes

```lean
/-- The squared components of a vector along an orthonormal frame add up to its squared length. -/
theorem sum_sq_cosines (n : OrthonormalBasis (Fin 3) ℝ E3) (u : E3) :
    ∑ k, (inner ℝ (n k) u) ^ 2 = ‖u‖ ^ 2 := by
  rw [← real_inner_self_eq_norm_sq, ← n.sum_inner_mul_inner u u]
  refine Finset.sum_congr rfl fun k _ => ?_
  rw [real_inner_comm (n k) u]
  ring
```

A theorem in Lean has its statement before `:=` and its proof after it. Write $c_k=\langle n_k,u\rangle$, which is `inner ℝ (n k) u` in the code. The statement is Parseval's identity, $\sum_k c_k^2=\|u\|^2$, for any vector $u$. By hand, insert $u=\sum_k c_kn_k$ into $\langle u,u\rangle$ and use orthonormality. The proof takes the expansion from Mathlib and uses the symmetry of the inner product to turn each term into a square.

```lean
/-- For a unit vector `u`, the six-point average of `P2` of the cosine with `u` vanishes. -/
theorem sixPoint_P2 (n : OrthonormalBasis (Fin 3) ℝ E3) {u : E3} (hu : ‖u‖ = 1) :
    sixPointAverage n (fun m => P2 (inner ℝ m u)) = 0 := by
  have h := sum_sq_cosines n u
  rw [hu] at h
  simp only [Fin.sum_univ_three] at h
  simp only [sixPointAverage, P2, inner_neg_left, Fin.sum_univ_three]
  linear_combination (1 / 2) * h
```

The hypothesis `hu : ‖u‖ = 1` says that $u$ is a unit vector. Since $P_2$ is even, opposite points contribute equally, and
$$\frac13\sum_k\frac{3c_k^2-1}{2}=\frac12\Bigl(\sum_kc_k^2-1\Bigr)=0 .$$
In the proof, `h` is the identity $\sum_kc_k^2=1$. The last line tells Lean that the claim is one half of `h`, up to algebra that it checks.

## The quartic formula

```lean
/-- For a unit vector `u`, the six-point average of `P2 ^ 2` is fixed by the sum of the fourth
powers of the direction cosines of `u` in the frame. -/
theorem sixPoint_P2_sq (n : OrthonormalBasis (Fin 3) ℝ E3) {u : E3} (hu : ‖u‖ = 1) :
    sixPointAverage n (fun m => P2 (inner ℝ m u) ^ 2)
      = (3 * ∑ k, (inner ℝ (n k) u) ^ 4 - 1) / 4 := by
  have h := sum_sq_cosines n u
  rw [hu] at h
  simp only [Fin.sum_univ_three] at h
  simp only [sixPointAverage, P2, inner_neg_left, Fin.sum_univ_three]
  linear_combination (-1 / 2) * h
```

Squaring $P_2$ gives $(9t^4-6t^2+1)/4$, hence
$$\frac13\sum_k\frac{9c_k^4-6c_k^2+1}{4}=\frac{9\sum_kc_k^4-6+3}{12}=\frac{3\sum_kc_k^4-1}{4}.$$
The proof has the same form as the previous one. The condition $\sum_kc_k^2=1$ enters once, with coefficient $-\tfrac12$. From here on, write $S=\sum_kc_k^4$.

## The bounds and where they are reached

```lean
/-- For a unit vector `u`, the six-point average of `P2 ^ 2` vanishes exactly when
all three squared direction cosines equal `1/3`. -/
theorem sixPoint_eq_zero_iff (n : OrthonormalBasis (Fin 3) ℝ E3) {u : E3} (hu : ‖u‖ = 1) :
    sixPointAverage n (fun m => P2 (inner ℝ m u) ^ 2) = 0
      ↔ ∀ k, (inner ℝ (n k) u) ^ 2 = 1 / 3 := by
  have h := sum_sq_cosines n u
  rw [hu] at h
  -- the average measures the spread of the squared cosines about 1/3
  have key : ∑ k, ((inner ℝ (n k) u) ^ 2 - 1 / 3) ^ 2
      = ∑ k, (inner ℝ (n k) u) ^ 4 - 1 / 3 := by
    simp only [Fin.sum_univ_three] at h ⊢
    linear_combination (-2 / 3) * h
  rw [sixPoint_P2_sq n hu]
  constructor
  · intro e k
    have z : ∑ k, ((inner ℝ (n k) u) ^ 2 - 1 / 3) ^ 2 = 0 := by linarith
    have hk := (Finset.sum_eq_zero_iff_of_nonneg (fun i _ => sq_nonneg _)).1 z k
      (Finset.mem_univ k)
    have hk' := (pow_eq_zero_iff two_ne_zero).1 hk
    linarith
  · intro hk
    have z : ∑ k, ((inner ℝ (n k) u) ^ 2 - 1 / 3) ^ 2 = 0 :=
      Finset.sum_eq_zero fun k _ => by rw [hk k]; norm_num
    linarith
```

The symbol `↔` means "if and only if". The intermediate claim `key` is
$$\sum_k\Bigl(c_k^2-\frac13\Bigr)^2=S-\frac23+\frac13=S-\frac13 ,$$
so the six-point average equals $\frac34\sum_k(c_k^2-\frac13)^2$. A sum of squares vanishes exactly when every term does, which here means $c_k^2=\frac13$ for all $k$. The two bullets after `constructor` prove the two directions.

```lean
/-- For a unit vector `u`, the six-point average of `P2 ^ 2` lies between `0` and `1/2`. -/
theorem sixPoint_mem_Icc (n : OrthonormalBasis (Fin 3) ℝ E3) {u : E3} (hu : ‖u‖ = 1) :
    sixPointAverage n (fun m => P2 (inner ℝ m u) ^ 2) ∈ Set.Icc (0 : ℝ) (1 / 2) := by
  have h := sum_sq_cosines n u
  rw [hu] at h
  rw [sixPoint_P2_sq n hu]
  simp only [Fin.sum_univ_three] at h ⊢
  generalize inner ℝ (n 0) u = a at *
  generalize inner ℝ (n 1) u = b at *
  generalize inner ℝ (n 2) u = c at *
  have h2 : (a ^ 2 + b ^ 2 + c ^ 2) ^ 2 = 1 := by rw [h]; norm_num
  constructor
  · nlinarith [sq_nonneg (a ^ 2 - b ^ 2), sq_nonneg (b ^ 2 - c ^ 2), sq_nonneg (a ^ 2 - c ^ 2)]
  · nlinarith [sq_nonneg (a * b), sq_nonneg (b * c), sq_nonneg (a * c)]
```

`Set.Icc (0 : ℝ) (1 / 2)` is the closed interval $[0,\frac12]$. Squaring the normalisation gives $(\sum_kc_k^2)^2=1$, and therefore
$$3S-1=\sum_{i<j}(c_i^2-c_j^2)^2\ge0,\qquad 1-S=2\sum_{i<j}c_i^2c_j^2\ge0 .$$
The first gives the lower bound. The second gives $S\le1$, so $(3S-1)/4\le\frac12$. The code renames the cosines $a,b,c$ and hands these squares to `nlinarith`, which finds the combination that proves each inequality.

```lean
/-- For a unit vector `u`, the six-point average of `P2 ^ 2` equals `1/2` exactly when
`u` is one of the six quadrature points. -/
theorem sixPoint_eq_half_iff (n : OrthonormalBasis (Fin 3) ℝ E3) {u : E3} (hu : ‖u‖ = 1) :
    sixPointAverage n (fun m => P2 (inner ℝ m u) ^ 2) = 1 / 2
      ↔ ∃ k, u = n k ∨ u = -n k := by
  have h := sum_sq_cosines n u
  rw [hu, one_pow] at h
  have hub := (sixPoint_mem_Icc n hu).2
  rw [sixPoint_P2_sq n hu] at hub ⊢
  constructor
  · intro e
    have hle : ∀ k, (inner ℝ (n k) u) ^ 2 ≤ 1 := fun k =>
      (Finset.single_le_sum (f := fun k => (inner ℝ (n k) u) ^ 2)
        (fun i _ => sq_nonneg _) (Finset.mem_univ k)).trans_eq h
    have z : ∑ k, (inner ℝ (n k) u) ^ 2 * (1 - (inner ℝ (n k) u) ^ 2) = 0 := by
      simp only [Fin.sum_univ_three] at h e ⊢
      linear_combination h - (4 / 3) * e
    have hz := (Finset.sum_eq_zero_iff_of_nonneg
      (fun k _ => mul_nonneg (sq_nonneg _) (sub_nonneg.2 (hle k)))).1 z
    -- every squared cosine is 0 or 1, and they cannot all be 0
    have hex : ∃ k, (inner ℝ (n k) u) ^ 2 = 1 := by
      by_contra hne
      push Not at hne
      have h0 : ∑ k, (inner ℝ (n k) u) ^ 2 = 0 := Finset.sum_eq_zero fun k hk =>
        (mul_eq_zero.1 (hz k hk)).resolve_right fun q => hne k (by linarith)
      linarith
    obtain ⟨k, hk⟩ := hex
    have hf : (inner ℝ (n k) u - 1) * (inner ℝ (n k) u + 1) = 0 := by
      linear_combination hk
    refine ⟨k, ?_⟩
    rcases mul_eq_zero.1 hf with q | q
    · left
      have d : ‖u - n k‖ ^ 2 = 0 := by
        rw [norm_sub_sq_real, real_inner_comm, hu, n.orthonormal.1 k]
        linarith
      exact sub_eq_zero.1 (norm_eq_zero.1 ((pow_eq_zero_iff two_ne_zero).1 d))
    · right
      have d : ‖u + n k‖ ^ 2 = 0 := by
        rw [norm_add_sq_real, real_inner_comm, hu, n.orthonormal.1 k]
        linarith
      exact eq_neg_of_add_eq_zero_left (norm_eq_zero.1 ((pow_eq_zero_iff two_ne_zero).1 d))
  · rintro ⟨k, hk⟩
    have hc : (inner ℝ (n k) u) ^ 4 = 1 := by
      rcases hk with e | e <;> rw [e] <;>
        norm_num [inner_neg_right, real_inner_self_eq_norm_sq, n.orthonormal.1 k]
    have hs : (inner ℝ (n k) u) ^ 4 ≤ ∑ k, (inner ℝ (n k) u) ^ 4 :=
      Finset.single_le_sum (f := fun k => (inner ℝ (n k) u) ^ 4)
        (fun i _ => by positivity) (Finset.mem_univ k)
    linarith
```

The average is $\frac12$ exactly when $S=1$. In that case
$$\sum_kc_k^2(1-c_k^2)=1-S=0 .$$
Every term is nonnegative because $c_k^2\le1$, so every $c_k^2$ is $0$ or $1$. They cannot all be $0$, since they sum to $1$. Hence some $c_k=\pm1$, and $\|u\mp n_k\|^2=2\mp2c_k=0$ with the matching sign, so $u=\pm n_k$. These are the steps `z`, `hz`, `hex` and `d` in the code.

Conversely, if $u=\pm n_k$ then $c_k^4=1$, so $S\ge1$. Together with the upper bound this makes the average equal to $\frac12$.

## Every value in between

```lean
/-- For any fixed frame, the six-point averages of `P2 ^ 2` over all unit vectors `u`
fill exactly the interval from `0` to `1/2`. -/
theorem sixPoint_range (n : OrthonormalBasis (Fin 3) ℝ E3) :
    (fun u : E3 => sixPointAverage n (fun m => P2 (inner ℝ m u) ^ 2)) '' {u | ‖u‖ = 1}
      = Set.Icc (0 : ℝ) (1 / 2) := by
  ext s
  constructor
  · rintro ⟨u, hu, rfl⟩
    exact sixPoint_mem_Icc n hu
  · rintro ⟨hs0, hs1⟩
    obtain ⟨r, hr0, hr⟩ : ∃ r : ℝ, 0 ≤ r ∧ r ^ 2 = 8 * s :=
      ⟨√(8 * s), Real.sqrt_nonneg _, Real.sq_sqrt (by linarith)⟩
    have hr2 : r ≤ 2 := by nlinarith
    obtain ⟨a, ha⟩ : ∃ a : ℝ, a ^ 2 = (1 + r) / 3 := ⟨√((1 + r) / 3), Real.sq_sqrt (by linarith)⟩
    obtain ⟨b, hb⟩ : ∃ b : ℝ, b ^ 2 = (2 - r) / 6 := ⟨√((2 - r) / 6), Real.sq_sqrt (by linarith)⟩
    have ha4 : a ^ 4 = ((1 + r) / 3) ^ 2 := by rw [← ha]; ring
    have hb4 : b ^ 4 = ((2 - r) / 6) ^ 2 := by rw [← hb]; ring
    -- the direction with cosines (a, b, b)
    obtain ⟨u, hc⟩ : ∃ u : E3, ∀ k, inner ℝ (n k) u = (![a, b, b] : Fin 3 → ℝ) k :=
      ⟨∑ k, (![a, b, b] : Fin 3 → ℝ) k • n k, fun k => n.orthonormal.inner_right_fintype _ k⟩
    have h0 : inner ℝ (n 0) u = a := hc 0
    have h1 : inner ℝ (n 1) u = b := hc 1
    have h2 : inner ℝ (n 2) u = b := hc 2
    have hu : ‖u‖ = 1 := by
      refine (sq_eq_sq₀ (norm_nonneg _) zero_le_one).1 ?_
      rw [← sum_sq_cosines n u, Fin.sum_univ_three, h0, h1, h2]
      linear_combination ha + 2 * hb
    refine ⟨u, hu, ?_⟩
    change sixPointAverage n (fun m => P2 (inner ℝ m u) ^ 2) = s
    rw [sixPoint_P2_sq n hu, Fin.sum_univ_three, h0, h1, h2]
    linear_combination (3 / 4) * ha4 + (3 / 2) * hb4 + (1 / 8) * hr
```

The notation `''` denotes the image of a set under a function. The frame is fixed, $u$ runs over all unit vectors, and the set of averages obtained is the whole interval $[0,\frac12]$.

One inclusion is the pair of bounds. For the other, take $s\in[0,\frac12]$ and set $r=\sqrt{8s}$, so that $0\le r\le2$. Choose cosines $(a,b,b)$ with
$$a^2=\frac{1+r}{3},\qquad b^2=\frac{2-r}{6}.$$
Both right-hand sides are nonnegative, and $a^2+2b^2=1$, so $u=an_0+bn_1+bn_2$ is a unit vector. Its fourth powers sum to
$$S=\frac{(1+r)^2}{9}+\frac{(2-r)^2}{18}=\frac13+\frac{r^2}{6},$$
and the average is $(3S-1)/4=r^2/8=s$. The code follows the same order: it obtains `r`, `a` and `b`, builds `u`, checks its length and inserts the cosines into the quartic formula.

## The value on the sphere

```lean
/-- The average of `P2 ^ 2` over the whole sphere is `1/5`. -/
theorem zonalAverage_P2_sq : zonalAverage (fun t => P2 t ^ 2) = 1 / 5 := by
  have hd : ∀ t : ℝ, HasDerivAt
      (fun x : ℝ => 9 / 20 * x ^ 5 - 1 / 2 * x ^ 3 + 1 / 4 * x) (P2 t ^ 2) t := by
    intro t
    refine ((((hasDerivAt_pow 5 t).const_mul (9 / 20 : ℝ)).fun_sub
      ((hasDerivAt_pow 3 t).const_mul (1 / 2 : ℝ))).fun_add
      ((hasDerivAt_id' t).const_mul (1 / 4 : ℝ))).congr_deriv ?_
    simp only [P2, Nat.cast_ofNat, Nat.reduceSub]
    ring
  have hcont : Continuous (fun t : ℝ => P2 t ^ 2) := by
    unfold P2
    fun_prop
  unfold zonalAverage
  rw [intervalIntegral.integral_eq_sub_of_hasDerivAt (fun t _ => hd t)
    (hcont.intervalIntegrable _ _)]
  norm_num
```

An antiderivative of $P_2(t)^2$ is
$$F(t)=\frac{9}{20}t^5-\frac12t^3+\frac14t .$$
It is odd and $F(1)=\frac15$, so half the integral over $[-1,1]$ is $\frac12\cdot\frac25=\frac15$. The step `hd` verifies the derivative, `hcont` supplies the continuity that makes the integrand integrable, and the fundamental theorem of calculus does the rest.

## The error in the $d$-channel energy

```lean
/-- For the trial function `P2` of the cosine with a unit vector `u`, and an electron in
direction `u`, this is the error of the six-point `l = 2` local energy against the value
obtained with the sphere average. -/
theorem dChannelEnergy_error (v : ℝ) (n : OrthonormalBasis (Fin 3) ℝ E3) {u : E3}
    (hu : ‖u‖ = 1) :
    dChannelEnergy v n (fun m => P2 (inner ℝ m u)) u
        - v * (5 * zonalAverage (fun t => P2 t ^ 2))
      = 15 / 4 * v * (∑ k, (inner ℝ (n k) u) ^ 4 - 3 / 5) := by
  -- the trial function equals one at the electron's own direction
  have p1 : P2 (inner ℝ u u) = 1 := by
    rw [real_inner_self_eq_norm_sq, hu]
    norm_num [P2]
  simp only [dChannelEnergy, ← pow_two]
  rw [sixPoint_P2_sq n hu, p1, zonalAverage_P2_sq]
  ring

end

end OctahedralQuadratureDChannel
```

The trial function is $\psi(m)=P_2(\langle m,u\rangle)$, a pure $l=2$ function whose axis points at the electron. The formula is therefore for an electron on the symmetry axis of its trial function, and other positions or trial functions need their own calculation.

Since $\psi(u)=P_2(1)=1$, which is the step `p1`, the denominator is harmless. The six-point energy is $5v(3S-1)/4$. With the sphere average it is $5v\cdot\frac15=v$, as expected for a function that lies entirely in the $d$ channel. The difference is
$$\frac{5v(3S-1)}{4}-v=\frac{15}{4}\,v\Bigl(S-\frac35\Bigr).$$
The proof substitutes the quartic formula, $\psi(u)=1$ and the value $\frac15$, and leaves the algebra to `ring`.

With the interval found above, the six-point energy in this one-electron model takes every value between $0$ and $\frac52v$ as $u$ turns relative to the frame. At a quadrature point the error is $\frac32v$; where all squared cosines are $\frac13$ it is $-v$, and the rule misses the channel altogether. These are errors for a fixed frame. If the frame is instead rotated at random, uniformly over all orientations, each $c_k^4$ has mean $\frac12\int_{-1}^1t^4\,dt=\frac15$, so $S$ has mean $\frac35$ and the error averages to zero. This last remark is not part of the Lean file.

```lean
#print axioms OctahedralQuadratureDChannel.sixPoint_eq_zero_iff
-- 'OctahedralQuadratureDChannel.sixPoint_eq_zero_iff' depends on axioms: [propext, Classical.choice, Quot.sound]
#print axioms OctahedralQuadratureDChannel.sixPoint_eq_half_iff
-- 'OctahedralQuadratureDChannel.sixPoint_eq_half_iff' depends on axioms: [propext, Classical.choice, Quot.sound]
#print axioms OctahedralQuadratureDChannel.sixPoint_range
-- 'OctahedralQuadratureDChannel.sixPoint_range' depends on axioms: [propext, Classical.choice, Quot.sound]
#print axioms OctahedralQuadratureDChannel.dChannelEnergy_error
-- 'OctahedralQuadratureDChannel.dChannelEnergy_error' depends on axioms: [propext, Classical.choice, Quot.sound]
```
